# Penetrability of the free centrifugal barrier: positivity and threshold law from a recursion

Let a particle escape from a region of radius $r$ with wave number $k>0$ and angular momentum $l=0,1,2,\dots$, and let no force act on it outside $r$. Set $x=kr$. Outside, the only barrier is the centrifugal one, which is absent for $l=0$, and the penetrability measures how easily the particle gets out.

The reduced radial wave $u$ (the radial wave function times the radius) obeys $u''=\left(\frac{l(l+1)}{x^2}-1\right)u$, where a prime means $d/dx$ and $x$ is now $k$ times any distance from the centre outside the region; its value at the surface is $kr$. The outgoing solutions $O_l$, for the time factor $e^{-i\omega t}$ with $\omega>0$, are built by

$$O_0=e^{ix},\qquad O_{l+1}=\frac{l+1}{x}\,O_l-O_l'.$$

The second object is the recursion

$$L_0=ix,\qquad L_{l+1}=\frac{x^2}{l+1-L_l}-(l+1).$$

It turns out that $L_l=xO_l'/O_l$. The penetrability is $P_l=\operatorname{Im}L_l$.

```lean
import Mathlib

open Filter Topology

namespace PenetrabilityRecursion

noncomputable section
```

In Lean, `logDer l x` is $L_l$ and `outgoing l x` is $O_l$. The name `logDer` includes the factor $x$, whereas a logarithmic derivative is often just $u'/u$. Both functions take a real $x$ and return a complex number, and they are defined independently of each other.

```lean
/-- The recursion `L_0 = i x`, `L_(l+1) = x² / (l + 1 - L_l) - (l + 1)`, used for `x > 0`. -/
def logDer : ℕ → ℝ → ℂ
  | 0, x => Complex.I * (x : ℂ)
  | l + 1, x => (x : ℂ) ^ 2 / ((l : ℂ) + 1 - logDer l x) - ((l : ℂ) + 1)

/-- The free radial waves for `x ≠ 0`, outgoing when `x > 0`: `O_0 = exp (i x)`, and each further
partial wave is obtained by the raising operator, `O_(l+1) = (l + 1) / x * O_l - O_l'`. -/
def outgoing : ℕ → ℝ → ℂ
  | 0 => fun x => Complex.exp ((x : ℂ) * Complex.I)
  | l + 1 => fun x => ((l : ℂ) + 1) / (x : ℂ) * outgoing l x - deriv (outgoing l) x
```

The step from this model to a real nucleus or atom is the assumption that the interaction has ended at $r$. A Coulomb tail would change both the waves and the recursion.

## Positive imaginary part: the current flows outward

For $x>0$ and $z=xu'/u$, the condition $\operatorname{Im}z>0$ says that $\operatorname{Im}(u^*u')>0$, so the probability current points outward. By hand, put $D=l+1-z$. Then $\operatorname{Im}D=-\operatorname{Im}z\neq0$, hence $D\neq0$. Since $1/D=D^*/|D|^2$ and $l+1$ is real,

$$\operatorname{Im}\left(\frac{x^2}{D}-(l+1)\right)=-\frac{x^2\operatorname{Im}D}{|D|^2}=\frac{x^2\operatorname{Im}z}{|D|^2}.$$

The theorem `im_step` states both facts for any complex $z$ with `0 < z.im`; `Complex.normSq` is the squared modulus. Its proof takes the imaginary part of a supposed equation $D=0$ to get a contradiction, then expands the quotient with `Complex.div_im`.

```lean
/-- If `Im z > 0`, the denominator `l + 1 - z` of a recursion step is nonzero, and the step
multiplies the imaginary part by `x² / |l + 1 - z|²`. -/
theorem im_step (l : ℕ) (x : ℝ) {z : ℂ} (hz : 0 < z.im) :
    (l : ℂ) + 1 - z ≠ 0 ∧
      ((x : ℂ) ^ 2 / ((l : ℂ) + 1 - z) - ((l : ℂ) + 1)).im
        = x ^ 2 * z.im / Complex.normSq ((l : ℂ) + 1 - z) := by
  constructor
  · intro h
    have h' := congrArg Complex.im h
    simp at h'
    linarith
  · rw [← Complex.ofReal_pow, Complex.sub_im, Complex.div_im]
    simp only [Complex.ofReal_re, Complex.ofReal_im, Complex.sub_im, Complex.add_im,
      Complex.natCast_im, Complex.one_im]
    ring
```

Without the hypothesis, $z=l+1$ makes the denominator vanish, so some condition must exclude that value. This happens for standing waves: $u=\sin x$ has $z=x\cot x$, which equals $1$ where $\tan x=x$. There the raised p-wave has a node.

## Positive $x$: an open channel

The hypothesis $x>0$ means positive kinetic energy outside and a nonzero radius. By hand it starts the induction: $\operatorname{Im}L_0=x>0$, and each step multiplies the imaginary part by the positive factor $x^2/|l+1-L_l|^2$. Hence $\operatorname{Im}L_l>0$ for every $l$, and every denominator is nonzero.

The theorem `logDer_im_pos` makes both statements for all `l`. Its `induction` proves positivity first, using `div_pos`, and then reads off the denominator from `im_step`.

```lean
/-- For `x > 0` every `L_l` has positive imaginary part, and every denominator
`l + 1 - L_l` of the recursion is nonzero. -/
theorem logDer_im_pos {x : ℝ} (hx : 0 < x) (l : ℕ) :
    0 < (logDer l x).im ∧ (l : ℂ) + 1 - logDer l x ≠ 0 := by
  have key : 0 < (logDer l x).im := by
    induction l with
    | zero => simpa [logDer] using hx
    | succ l ih =>
      obtain ⟨h0, h1⟩ := im_step l x ih
      rw [logDer, h1]
      exact div_pos (mul_pos (pow_pos hx 2) ih) (Complex.normSq_pos.mpr h0)
  exact ⟨key, (im_step l x key).1⟩
```

At $x=0$ the recursion gives $L_l=-l$, and positivity fails although the denominators $2l+1$ are nonzero. For $x<0$ already $\operatorname{Im}L_0$ is negative.

## $x$ decreasing to zero: the threshold

The limit is taken through positive $x$, that is, at fixed radius with the energy falling to threshold. By hand, $L_0\to0$, and if $L_l\to-l$ then $l+1-L_l\to2l+1\neq0$, so

$$L_{l+1}\to\frac{0}{2l+1}-(l+1)=-(l+1).$$

In `logDer_tendsto` the filter `𝓝[>] 0` expresses the approach from above. The term `hne` supplies the nonzero limit of the denominator that the quotient rule `hx.div` needs.

```lean
/-- As `x` decreases to `0`, `L_l` tends to `-l`. -/
theorem logDer_tendsto (l : ℕ) : Tendsto (logDer l) (𝓝[>] 0) (𝓝 (-(l : ℂ))) := by
  induction l with
  | zero =>
    have hc : Continuous fun x : ℝ => Complex.I * (x : ℂ) := by fun_prop
    have h := (hc.tendsto 0).mono_left (nhdsWithin_le_nhds (s := Set.Ioi 0))
    have e : Complex.I * ((0 : ℝ) : ℂ) = -((0 : ℕ) : ℂ) := by simp
    rw [e] at h
    exact h
  | succ l ih =>
    have hc : Continuous fun x : ℝ => (x : ℂ) ^ 2 := by fun_prop
    have hx := (hc.tendsto 0).mono_left (nhdsWithin_le_nhds (s := Set.Ioi 0))
    have hne : (l : ℂ) + 1 - -(l : ℂ) ≠ 0 := by
      have h2 : ((2 * l + 1 : ℕ) : ℂ) ≠ 0 := Nat.cast_ne_zero.mpr (by omega)
      intro h
      apply h2
      push_cast
      linear_combination h
    have h := (hx.div (tendsto_const_nhds.sub ih) hne).sub
      (tendsto_const_nhds (x := (l : ℂ) + 1))
    have e : ((0 : ℝ) : ℂ) ^ 2 / ((l : ℂ) + 1 - -(l : ℂ)) - ((l : ℂ) + 1)
        = -((l + 1 : ℕ) : ℂ) := by simp
    rw [e] at h
    exact h
```

Dividing the relation for the imaginary parts by $x^{2l+3}$ gives

$$\frac{P_{l+1}}{x^{2l+3}}=\frac{P_l}{x^{2l+1}}\cdot\frac{1}{|l+1-L_l|^2}.$$

The last factor tends to $1/(2l+1)^2$. Since $P_0/x=1$, induction yields

$$\frac{P_l}{x^{2l+1}}\to\frac{1}{\left(1\cdot3\cdots(2l-1)\right)^2}=\frac{1}{\left((2l-1)!!\right)^2}.$$

The formal statement writes the double factorial as a product of $2k+1$ over $k<l$. It is empty for $l=0$, which gives the convention $(-1)!!=1$. In the proof, `hN` is the limit of the squared denominator, `ih.div hN` is the limit of the product above, and `Finset.prod_range_succ` adds the new odd factor. The displayed identity is then checked for positive $x$ only, which suffices for this filter.

```lean
/-- Threshold law: as `x` decreases to `0`, `Im L_l / x^(2l+1)` tends to
`1 / (1 · 3 ⋯ (2l - 1))²`, where the product is `1` for `l = 0`. -/
theorem penetrability_threshold (l : ℕ) :
    Tendsto (fun x : ℝ => (logDer l x).im / x ^ (2 * l + 1)) (𝓝[>] 0)
      (𝓝 (1 / (∏ k ∈ Finset.range l, (2 * (k : ℝ) + 1)) ^ 2)) := by
  induction l with
  | zero =>
    have e : (fun x : ℝ => (logDer 0 x).im / x ^ (2 * 0 + 1)) =ᶠ[𝓝[>] 0] fun _ => 1 := by
      filter_upwards [self_mem_nhdsWithin] with x hx
      have hx' : x ≠ 0 := ne_of_gt hx
      simp [logDer, hx']
    rw [tendsto_congr' e]
    simp
  | succ l ih =>
    -- the squared denominator tends to (2l+1)²
    have hN := (Complex.continuous_normSq.tendsto _).comp
      ((tendsto_const_nhds (x := (l : ℂ) + 1)).sub (logDer_tendsto l))
    have hv : Complex.normSq ((l : ℂ) + 1 - -(l : ℂ)) = (2 * (l : ℝ) + 1) ^ 2 := by
      have h : (l : ℂ) + 1 - -(l : ℂ) = ((2 * (l : ℝ) + 1 : ℝ) : ℂ) := by
        push_cast
        ring
      rw [h, Complex.normSq_ofReal]
      ring
    rw [hv] at hN
    have h := ih.div hN (by positivity)
    rw [div_div, ← mul_pow, ← Finset.prod_range_succ] at h
    refine h.congr' ?_
    filter_upwards [self_mem_nhdsWithin] with x hx
    have hx' : x ≠ 0 := ne_of_gt hx
    obtain ⟨h0, h1⟩ := im_step l x (logDer_im_pos hx l).1
    have h2 : (logDer (l + 1) x).im
        = x ^ 2 * (logDer l x).im / Complex.normSq ((l : ℂ) + 1 - logDer l x) := h1
    have hD : Complex.normSq ((l : ℂ) + 1 - logDer l x) ≠ 0 :=
      (Complex.normSq_pos.mpr h0).ne'
    have hp : x ^ (2 * (l + 1) + 1) = x ^ (2 * l + 1) * x ^ 2 := by ring
    change (logDer l x).im / x ^ (2 * l + 1)
      / Complex.normSq ((l : ℂ) + 1 - logDer l x) = _
    rw [h2, hp]
    field_simp
```

For $l=0$ the ratio is $1$ at every $x>0$. For $l\geq1$ it differs from its limit at finite $x>0$: for $l=1$ it is $1/(1+x^2)$. At $x=0$ it would be $0/0$, and the filter leaves that point out.

This is a law for the penetrability alone. In scattering calculations that match an inner solution at $r$ to free waves, it gives the factor $k^{2l+1}$ in a partial width near threshold, provided that the exterior is force-free and the inner amplitude varies slowly with energy.

## Nonzero $x$: away from the centrifugal singularity

The raising operator contains $(l+1)/x$, so the waves are studied away from the origin. By hand, this is where $\frac{d}{dx}\frac{l+1}{x}=-\frac{l+1}{x^2}$ is used. The s-wave relation $O_0'=iO_0$ holds at every real $x$, and `hasDerivAt_outgoing_zero` proves it with the chain rule.

```lean
/-- The s-wave satisfies `O_0' = i O_0`. -/
theorem hasDerivAt_outgoing_zero (x : ℝ) :
    HasDerivAt (outgoing 0) (Complex.I * outgoing 0 x) x := by
  have hc : HasDerivAt (fun y : ℝ => (y : ℂ)) 1 x := by
    simpa using (hasDerivAt_id x).ofReal_comp
  have h : HasDerivAt (fun y : ℝ => Complex.exp ((y : ℂ) * Complex.I))
      (Complex.I * Complex.exp ((x : ℂ) * Complex.I)) x :=
    (hc.mul_const Complex.I).cexp.congr_deriv (by ring)
  exact h
```

The condition `hx : x ≠ 0` enters with the quotient rule in `hasDerivAt_barrier`.

```lean
/-- The derivative of `(l + 1) / x` is `-(l + 1) / x²` for `x ≠ 0`. -/
theorem hasDerivAt_barrier (l : ℕ) {x : ℝ} (hx : x ≠ 0) :
    HasDerivAt (fun y : ℝ => ((l : ℂ) + 1) / (y : ℂ)) (-((l : ℂ) + 1) / (x : ℂ) ^ 2) x := by
  have hc : HasDerivAt (fun y : ℝ => (y : ℂ)) 1 x := by
    simpa using (hasDerivAt_id x).ofReal_comp
  exact ((hasDerivAt_const x ((l : ℂ) + 1)).fun_div hc
    (Complex.ofReal_ne_zero.mpr hx)).congr_deriv (by ring)
```

Without it, the quotient $(l+1)/x$ is not differentiable at the origin for any $l$. Among the waves, differentiability there fails from $O_1=e^{ix}(1/x-i)$ on, which diverges at the origin.

## The radial equation for the wave being raised

The theorem `hasDerivAt_raise` assumes that $u$ is differentiable at $x$ (`h1`) and that its second derivative there is the one given by the free radial equation (`h2`). Physically, $u$ has angular momentum $l$ and feels no potential other than the barrier. Put $v=\frac{l+1}{x}u-u'$. By hand,

$$v'=-\frac{l+1}{x^2}u+\frac{l+1}{x}u'-\left(\frac{l(l+1)}{x^2}-1\right)u=u-\frac{l+1}{x}v.$$

The Lean proof combines the product and difference rules and leaves this algebra to `ring`.

```lean
/-- If `u` is differentiable and obeys the free radial equation of angular momentum `l` at
`x ≠ 0`, the raised wave `v = (l + 1) / x * u - u'` has `v' = u - (l + 1) / x * v` there. -/
theorem hasDerivAt_raise (l : ℕ) {u : ℝ → ℂ} {x : ℝ} (hx : x ≠ 0)
    (h1 : HasDerivAt u (deriv u x) x)
    (h2 : HasDerivAt (deriv u) (((l : ℂ) * (l + 1) / (x : ℂ) ^ 2 - 1) * u x) x) :
    HasDerivAt (fun y : ℝ => ((l : ℂ) + 1) / (y : ℂ) * u y - deriv u y)
      (u x - ((l : ℂ) + 1) / (x : ℂ) * (((l : ℂ) + 1) / (x : ℂ) * u x - deriv u x)) x :=
  (((hasDerivAt_barrier l hx).fun_mul h1).fun_sub h2).congr_deriv (by ring)
```

Without the radial equation the formula can fail. For $l=0$ and constant $u=1$, $v=1/x$ has derivative $-1/x^2$, while the formula would give $1-1/x^2$.

For the outgoing waves the hypothesis is derived. The s-wave satisfies $O_0''=i^2O_0=-O_0$. If $u=O_l$ satisfies its equation, then $v=O_{l+1}$, and differentiating once more gives

$$\begin{aligned}
v''&=u'+\frac{l+1}{x^2}v-\frac{l+1}{x}\left(u-\frac{l+1}{x}v\right)\\
&=\left(u'-\frac{l+1}{x}u\right)+\frac{(l+1)(l+2)}{x^2}v\\
&=\left(\frac{(l+1)(l+2)}{x^2}-1\right)v.
\end{aligned}$$

This is the equation for $l+1$. In `radial_equation`, `step` is the first-order relation at every nonzero point. It therefore holds in a neighbourhood of $x$ and may be differentiated, which is what `congr_of_eventuallyEq` uses. The final `linear_combination hv` inserts the definition of $v$.

```lean
/-- For `x ≠ 0` the wave `O_l` is differentiable and solves the free radial equation
`O_l'' = (l (l + 1) / x² - 1) O_l`. -/
theorem radial_equation (l : ℕ) : ∀ x : ℝ, x ≠ 0 →
    HasDerivAt (outgoing l) (deriv (outgoing l) x) x ∧
      HasDerivAt (deriv (outgoing l))
        (((l : ℂ) * (l + 1) / (x : ℂ) ^ 2 - 1) * outgoing l x) x := by
  induction l with
  | zero =>
    intro x _
    refine ⟨(hasDerivAt_outgoing_zero x).differentiableAt.hasDerivAt, ?_⟩
    have e : deriv (outgoing 0) = fun y => Complex.I * outgoing 0 y :=
      funext fun y => (hasDerivAt_outgoing_zero y).deriv
    rw [e]
    refine ((hasDerivAt_outgoing_zero x).const_mul Complex.I).congr_deriv ?_
    push_cast
    linear_combination outgoing 0 x * Complex.I_mul_I
  | succ l ih =>
    intro x hx
    have step : ∀ y : ℝ, y ≠ 0 → HasDerivAt (outgoing (l + 1))
        (outgoing l y - ((l : ℂ) + 1) / (y : ℂ) * outgoing (l + 1) y) y :=
      fun y hy => hasDerivAt_raise l hy (ih y hy).1 (ih y hy).2
    refine ⟨(step x hx).differentiableAt.hasDerivAt, ?_⟩
    -- differentiate the first-order relation once more
    have h := (ih x hx).1.fun_sub ((hasDerivAt_barrier l hx).fun_mul (step x hx))
    have hv : outgoing (l + 1) x
        = ((l : ℂ) + 1) / (x : ℂ) * outgoing l x - deriv (outgoing l) x := rfl
    refine (h.congr_of_eventuallyEq ?_).congr_deriv ?_
    · filter_upwards [eventually_ne_nhds hx] with y hy
      exact (step y hy).deriv
    · push_cast
      linear_combination hv
```

## Positive $x$ again: an outgoing wave without nodes

It remains to connect the recursion with the waves. For $l=0$, $O_0\neq0$, $xO_0'/O_0=ix$ and $|O_0|^2=1$. Suppose that $O_l\neq0$, $L_l=xO_l'/O_l$ and $P_l=x/|O_l|^2$. With $D=l+1-L_l$,

$$O_{l+1}=\frac{O_l}{x}D\neq0,\qquad \frac{xO_{l+1}'}{O_{l+1}}=\frac{xO_l}{O_{l+1}}-(l+1)=\frac{x^2}{D}-(l+1)=L_{l+1}.$$

For the squared modulus,

$$\frac{x}{|O_{l+1}|^2}=\frac{x^3}{|O_l|^2|D|^2}=\frac{x^2P_l}{|D|^2}=P_{l+1}.$$

The theorem `penetrability_eq` states these three facts for every $l$. Its `hv` is the factorisation of $O_{l+1}$, `hD` is the first-order relation, and `h2` is the relation for the imaginary parts. The formula for $P_l$ is equivalent to $\operatorname{Im}(O_l^*O_l')=1$, so all the waves carry the same current.

```lean
/-- For `x > 0` the outgoing wave has no zero, `L_l` is its logarithmic derivative
`x O_l' / O_l`, and the penetrability is `Im L_l = x / |O_l|²`. -/
theorem penetrability_eq {x : ℝ} (hx : 0 < x) (l : ℕ) :
    outgoing l x ≠ 0 ∧ logDer l x = x * deriv (outgoing l) x / outgoing l x ∧
      (logDer l x).im = x / Complex.normSq (outgoing l x) := by
  have hxc : (x : ℂ) ≠ 0 := Complex.ofReal_ne_zero.mpr hx.ne'
  induction l with
  | zero =>
    have h0 : outgoing 0 x ≠ 0 := Complex.exp_ne_zero _
    have hn : Complex.normSq (outgoing 0 x) = 1 := by
      change Complex.normSq (Complex.exp ((x : ℂ) * Complex.I)) = 1
      rw [Complex.normSq_eq_norm_sq, Complex.norm_exp_ofReal_mul_I]
      norm_num
    refine ⟨h0, ?_, ?_⟩
    · rw [(hasDerivAt_outgoing_zero x).deriv, eq_div_iff h0, logDer]
      ring
    · rw [hn]
      simp [logDer]
  | succ l ih =>
    obtain ⟨h0, hL, hP⟩ := ih
    obtain ⟨hpos, hd⟩ := logDer_im_pos hx l
    -- the raised wave is the old one times the denominator of the recursion
    have hv : outgoing (l + 1) x
        = outgoing l x / (x : ℂ) * ((l : ℂ) + 1 - logDer l x) := by
      change ((l : ℂ) + 1) / (x : ℂ) * outgoing l x - deriv (outgoing l) x = _
      rw [hL]
      field_simp
    have hr := radial_equation l x hx.ne'
    have hD : deriv (outgoing (l + 1)) x
        = outgoing l x - ((l : ℂ) + 1) / (x : ℂ) * outgoing (l + 1) x :=
      (hasDerivAt_raise l hx.ne' hr.1 hr.2).deriv
    have h2 : (logDer (l + 1) x).im
        = x ^ 2 * (logDer l x).im / Complex.normSq ((l : ℂ) + 1 - logDer l x) :=
      (im_step l x hpos).2
    refine ⟨?_, ?_, ?_⟩
    · rw [hv]
      exact mul_ne_zero (div_ne_zero h0 hxc) hd
    · change (x : ℂ) ^ 2 / ((l : ℂ) + 1 - logDer l x) - ((l : ℂ) + 1) = _
      rw [hD, hv]
      generalize (l : ℂ) + 1 - logDer l x = D at hd ⊢
      field_simp
    · have hU := (Complex.normSq_pos.mpr h0).ne'
      have hN := (Complex.normSq_pos.mpr hd).ne'
      rw [h2, hP, hv, map_mul, map_div₀, Complex.normSq_ofReal]
      field_simp

end

end PenetrabilityRecursion
```

The proof uses $x>0$ to obtain $D\neq0$ from `logDer_im_pos`. At $x=0$ the waves with $l\geq1$ are singular and the connection is lost. For negative $x$ the same algebra would go through with $\operatorname{Im}L_l<0$, but at a radius $r>0$ this means $k<0$: the energy is still positive, and the waves are incoming instead of outgoing.

```lean
#print axioms PenetrabilityRecursion.penetrability_threshold
#print axioms PenetrabilityRecursion.penetrability_eq
```

```
'PenetrabilityRecursion.penetrability_threshold' depends on axioms: [propext, Classical.choice, Quot.sound]
'PenetrabilityRecursion.penetrability_eq' depends on axioms: [propext, Classical.choice, Quot.sound]
```
